# Convolution with a centred unit-weight kernel keeps the second moment of a unit-weight smearing kernel exactly when the added kernel has zero second moment

Let $d_1, d_2$ be real functions of an energy offset $x$, write $M_k(d) = \int x^k d(x)\,dx$ for the $k$-th moment, and let

$$(d_1 * d_2)(x) = \int d_1(t)\, d_2(x-t)\, dt .$$

Suppose $d_i$ and $x^2 d_i$ are integrable, $M_0(d_1) = M_0(d_2) = 1$ and $M_1(d_2) = 0$. Then the convolution integral converges for almost every $x$, the combined kernel has absolutely convergent moments up to order two, and

$$M_0(d_1 * d_2) = 1, \qquad M_1(d_1 * d_2) = M_1(d_1), \qquad M_2(d_1 * d_2) = M_2(d_1) \iff M_2(d_2) = 0 .$$

Unit weight means that smearing a level conserves the number of states, and $M_1(d_2)=0$ means that $d_2$ does not displace it on average. Neither continuity, boundedness nor $M_1(d_1) = 0$ is assumed.

## Thermal plus numerical broadening of occupations

A code may broaden occupations twice: by a physical kernel $d_1$, namely $d_1 = -f'$ with $f(x) = 1/(e^{x/k_B T}+1)$ the Fermi-Dirac function at temperature $T$ (the minus sign gives weight $+1$), and by a numerical kernel $d_2$ that smooths the k-point sum. With a kernel $d$, a level at energy $\epsilon$ has occupation $\int_{-\infty}^{\mu-\epsilon} d(x)\,dx$ at chemical potential $\mu$. For non-interacting electrons with fixed eigenvalues, density of states $g$ and integrated density of states $N_0$, the electron count is $\int N_0(\mu - x)\, d(x)\,dx$. A Taylor expansion of a smooth $N_0$ gives $M_0(d) N_0(\mu) - M_1(d)\, g(\mu) + \tfrac12 M_2(d)\, g'(\mu) + \dots$, so within that model and at fixed $\mu$ the second-order broadening correction is $\tfrac12 M_2(d)\, g'(\mu)$, which is the leading one for a centred unit-weight kernel unless it vanishes. For the Fermi-Dirac kernel $M_2 = \pi^2 (k_B T)^2/3$, with $k_B$ the Boltzmann constant, and a centred unit-weight $d_2$ whose second moment vanishes leaves this term at its thermal value. The expansion, the Fermi-Dirac value and the remarks below on widths and signs are background that the file does not prove.

## The binomial formula for moments

The first moment exists. From $(|x|-1)^2 \ge 0$ follows $|x| \le 2|x| \le 1 + x^2$, so $|x\, d| \le |d| + |x^2 d|$, which is integrable.

Weights multiply. For integrable $f, h$ the function $f(t)\,h(x-t)$ is integrable over the $(x,t)$ plane, so the $t$-integral converges for almost every $x$, $f * h$ is integrable, and the order of integration can be exchanged. With $u = x - t$,

$$\int (f * h)(x)\,dx = \int f(t) \int h(x-t)\,dx\,dt = \int f(t)\,dt \int h(u)\,du .$$

Moments follow from weights. Let both kernels have moments up to order $n$, and put $a_k(t) = t^k d_1(t)$, $b_j(u) = u^j d_2(u)$. Expanding $x^n = (t + (x-t))^n$ under the integral gives

$$x^n (d_1 * d_2)(x) = \sum_{k=0}^{n} \binom{n}{k} \int t^k d_1(t)\,(x-t)^{n-k} d_2(x-t)\,dt = \sum_{k=0}^{n} \binom{n}{k} (a_k * b_{n-k})(x).$$

Each term is integrable with weight $M_k(d_1) M_{n-k}(d_2)$, hence

$$M_n(d_1 * d_2) = \sum_{k=0}^{n} \binom{n}{k} M_k(d_1)\, M_{n-k}(d_2).$$

Call $d_2$ cold to order $n$ if $M_0(d_2) = 1$ and $M_1(d_2) = \dots = M_n(d_2) = 0$. At an order $k \le n$ the term with summation index $j < k$ contains $M_{k-j}(d_2) = 0$, and only $j = k$ survives, so $M_k(d_1 * d_2) = M_k(d_1)$. At order $n+1$, given moments that far, the first and the last term survive:

$$M_{n+1}(d_1 * d_2) = M_{n+1}(d_1) + M_0(d_1)\, M_{n+1}(d_2).$$

The hypotheses of the main result say that $d_2$ is cold to order $1$. This gives the weight, the first moment and $M_2(d_1 * d_2) = M_2(d_1) + M_2(d_2)$, from which the equivalence is read off. The cross term $2 M_1(d_1) M_1(d_2)$ vanishes through $d_2$ alone. In the smallest case $n = 0$, cold means unit weight only; the weight of $d_1$ is kept and $M_1(d_1 * d_2) = M_1(d_1) + M_0(d_1) M_1(d_2)$, so the centres of two unit-weight kernels add.

For pointwise values, let $d_1$ be integrable and $d_2$ continuous with $|d_2| \le C$, where $C$ is any bound on the height of the numerical kernel. Then $|d_1(t) d_2(x-t)| \le C |d_1(t)|$ for all $x$, so the integral converges everywhere, $|d_1 * d_2| \le C \int |d_1|$, and dominated convergence gives continuity in $x$.

## Gaussian and Methfessel-Paxton moments

Let $G(x) = e^{-x^2}/\sqrt{\pi}$, with $M_0(G) = 1$ and $G' = -2xG$. Integrating $G'$ gives $M_1(G) = 0$. Integrating the total derivative $(x^{n+1} G)' = (n+1) x^n G - 2 x^{n+2} G$ gives $M_{n+2}(G) = \frac{n+1}{2} M_n(G)$, so $M_2(G) = \tfrac12$, $M_3(G) = 0$, $M_4(G) = \tfrac34$. The first-order Methfessel-Paxton kernel $D(x) = (\tfrac32 - x^2) G(x)$ then has

$$M_k(D) = \tfrac32 M_k(G) - M_{k+2}(G) = \left(\tfrac32 - \tfrac{k+1}{2}\right) M_k(G),$$

which is $1, 0, 0, 0, -\tfrac34$ for $k = 0, \dots, 4$. A Gaussian as $d_2$ therefore adds $\tfrac12$ to the second moment of a unit-weight $d_1$. If $d_1$ has moments to order four, the kernel $D$ leaves those through order three unchanged and shifts the fourth by $-\tfrac34 M_0(d_1)$.

## The Lean file

```lean
import Mathlib

open MeasureTheory Finset

namespace CombinedSmearing

noncomputable section

/-- The `k`-th energy moment `∫ x^k d(x) dx` of a smearing kernel `d`. -/
def moment (k : ℕ) (d : ℝ → ℝ) : ℝ := ∫ x, x ^ k * d x

/-- The moments of the kernel `d` converge absolutely up to order `n`. -/
def HasMoments (n : ℕ) (d : ℝ → ℝ) : Prop := ∀ k ≤ n, Integrable (fun x => x ^ k * d x)

/-- The combined kernel: the convolution of `d₁` with `d₂`. -/
def conv (d₁ d₂ : ℝ → ℝ) (x : ℝ) : ℝ := ∫ t, d₁ t * d₂ (x - t)

/-- A kernel is cold to order `n` if it has weight one and its moments `1, ..., n` vanish. -/
def IsCold (n : ℕ) (d : ℝ → ℝ) : Prop :=
  moment 0 d = 1 ∧ ∀ k, 1 ≤ k → k ≤ n → moment k d = 0

/-- The normalised Gaussian kernel `exp(-x²)/√π`. -/
def gaussian (x : ℝ) : ℝ := Real.exp (-x ^ 2) / √Real.pi

/-- The first-order Methfessel-Paxton kernel `(3/2 - x²) exp(-x²)/√π`. -/
def mpKernel (x : ℝ) : ℝ := (3 / 2 - x ^ 2) * gaussian x

/-- If `d` and `x² d` are integrable, the moments of `d` converge up to order two. -/
theorem hasMoments_two {d : ℝ → ℝ} (h0 : Integrable d)
    (h2 : Integrable (fun x => x ^ 2 * d x)) : HasMoments 2 d := by
  intro k hk
  interval_cases k
  · simpa using h0
  · refine Integrable.mono' (h0.norm.add h2.norm)
      ((by fun_prop : Continuous fun x : ℝ => x ^ 1).aestronglyMeasurable.mul
        h0.aestronglyMeasurable) (ae_of_all _ fun x => ?_)
    -- |x| ≤ 1 + x²
    show ‖x ^ 1 * d x‖ ≤ ‖d x‖ + ‖x ^ 2 * d x‖
    rw [norm_mul, norm_mul, norm_pow, norm_pow]
    nlinarith [mul_nonneg (norm_nonneg (d x)) (sq_nonneg (‖x‖ - 1)),
      mul_nonneg (norm_nonneg x) (norm_nonneg (d x))]
  · exact h2

/-- For integrable kernels the convolution integral converges at almost every energy, the
combined kernel is integrable, and its weight is the product of the weights. -/
theorem conv_weight {f g : ℝ → ℝ} (hf : Integrable f) (hg : Integrable g) :
    (∀ᵐ x, Integrable (fun t => f t * g (x - t))) ∧ Integrable (conv f g) ∧
      ∫ x, conv f g x = (∫ x, f x) * ∫ x, g x := by
  have h : Integrable (fun p : ℝ × ℝ => f p.2 * g (p.1 - p.2)) (volume.prod volume) := by
    simpa using hf.convolution_integrand (ContinuousLinearMap.mul ℝ ℝ) hg
  refine ⟨h.prod_right_ae, h.integral_prod_left, ?_⟩
  exact integral_convolution (ContinuousLinearMap.mul ℝ ℝ) hf hg

/-- If `d₁` is integrable and `d₂` is continuous with `|d₂| ≤ C`, the convolution integral
converges at every energy, and the combined kernel is continuous and bounded by `C ∫ |d₁|`. -/
theorem conv_continuous {d₁ d₂ : ℝ → ℝ} {C : ℝ} (h₁ : Integrable d₁) (hc : Continuous d₂)
    (hb : ∀ x, |d₂ x| ≤ C) :
    (∀ x, Integrable (fun t => d₁ t * d₂ (x - t))) ∧ Continuous (conv d₁ d₂) ∧
      ∀ x, |conv d₁ d₂ x| ≤ (∫ t, |d₁ t|) * C := by
  have hm : ∀ x, AEStronglyMeasurable (fun t => d₁ t * d₂ (x - t)) volume := fun x =>
    h₁.aestronglyMeasurable.mul
      (by fun_prop : Continuous fun t => d₂ (x - t)).aestronglyMeasurable
  have hbd : ∀ x, ∀ᵐ t, ‖d₁ t * d₂ (x - t)‖ ≤ ‖d₁ t‖ * C := fun x => by
    filter_upwards with t
    rw [norm_mul]
    exact mul_le_mul_of_nonneg_left (hb _) (norm_nonneg _)
  have hi : Integrable (fun t => ‖d₁ t‖ * C) := h₁.norm.mul_const C
  refine ⟨fun x => hi.mono' (hm x) (hbd x), ?_, fun x => ?_⟩
  · exact continuous_of_dominated hm hbd hi (by filter_upwards with t; fun_prop)
  · have := norm_integral_le_of_norm_le hi (hbd x)
    rw [integral_mul_const] at this
    exact this

/-- The `n`-th moment of the combined kernel converges and is the binomial sum of products
of moments of the two kernels. -/
theorem moment_conv {n : ℕ} {d₁ d₂ : ℝ → ℝ} (h₁ : HasMoments n d₁) (h₂ : HasMoments n d₂) :
    Integrable (fun x => x ^ n * conv d₁ d₂ x) ∧ moment n (conv d₁ d₂) =
      ∑ k ∈ range (n + 1), (n.choose k : ℝ) * (moment k d₁ * moment (n - k) d₂) := by
  have hw := fun k (hk : k ≤ n) => conv_weight (h₁ k hk) (h₂ (n - k) (Nat.sub_le _ _))
  have hle : ∀ k ∈ range (n + 1), k ≤ n := fun k hk => Nat.lt_succ_iff.1 (mem_range.1 hk)
  have hae : ∀ᵐ x : ℝ, ∀ k, k ≤ n →
      Integrable (fun t => t ^ k * d₁ t * ((x - t) ^ (n - k) * d₂ (x - t))) :=
    ae_all_iff.2 fun k => by
      by_cases hk : k ≤ n
      · filter_upwards [(hw k hk).1] with x hx _ using hx
      · exact Filter.Eventually.of_forall fun x h => absurd h hk
  -- expand x^n = (t + (x - t))^n under the convolution integral
  have heq : (fun x => x ^ n * conv d₁ d₂ x) =ᵐ[volume] fun x => ∑ k ∈ range (n + 1),
      (n.choose k : ℝ) * conv (fun t => t ^ k * d₁ t) (fun t => t ^ (n - k) * d₂ t) x := by
    filter_upwards [hae] with x hx
    calc x ^ n * conv d₁ d₂ x = ∫ t, x ^ n * (d₁ t * d₂ (x - t)) :=
          (integral_const_mul _ _).symm
      _ = ∫ t, ∑ k ∈ range (n + 1),
            (n.choose k : ℝ) * (t ^ k * d₁ t * ((x - t) ^ (n - k) * d₂ (x - t))) := by
          congr 1
          funext t
          have hx' : x ^ n = (t + (x - t)) ^ n := by rw [add_sub_cancel]
          rw [hx', add_pow, Finset.sum_mul]
          exact Finset.sum_congr rfl fun k _ => by ring
      _ = ∑ k ∈ range (n + 1), ∫ t,
            (n.choose k : ℝ) * (t ^ k * d₁ t * ((x - t) ^ (n - k) * d₂ (x - t))) := by
          exact integral_finsetSum _ fun k hk => (hx k (hle k hk)).const_mul _
      _ = _ := Finset.sum_congr rfl fun k _ => integral_const_mul _ _
  have hk : ∀ k ∈ range (n + 1), Integrable fun x => (n.choose k : ℝ) *
      conv (fun t => t ^ k * d₁ t) (fun t => t ^ (n - k) * d₂ t) x :=
    fun k hk => (hw k (hle k hk)).2.1.const_mul _
  constructor
  · refine Integrable.congr ?_ heq.symm
    exact integrable_finsetSum _ hk
  · unfold moment
    rw [integral_congr_ae heq]
    rw [integral_finsetSum _ hk]
    exact Finset.sum_congr rfl fun k hk => by
      rw [integral_const_mul, (hw k (hle k hk)).2.2]

/-- Convolving with a kernel that is cold to order `n` leaves the moments of `d₁` up to
order `n` unchanged. -/
theorem conv_cold {n : ℕ} {d₁ d₂ : ℝ → ℝ} (h₁ : HasMoments n d₁) (h₂ : HasMoments n d₂)
    (hc : IsCold n d₂) :
    HasMoments n (conv d₁ d₂) ∧ ∀ k ≤ n, moment k (conv d₁ d₂) = moment k d₁ := by
  have h := fun k (hk : k ≤ n) =>
    moment_conv (n := k) (fun j hj => h₁ j (hj.trans hk)) (fun j hj => h₂ j (hj.trans hk))
  refine ⟨fun k hk => (h k hk).1, fun k hk => ?_⟩
  -- only the term with the weight of d₂ survives
  rw [(h k hk).2, Finset.sum_range_succ, Finset.sum_eq_zero]
  · simp [hc.1]
  · intro j hj
    have hj' := Finset.mem_range.1 hj
    rw [hc.2 (k - j) (by omega) (by omega)]
    simp

/-- Convolving with a kernel that is cold to order `n` shifts the moment of order `n + 1`
by the weight of `d₁` times the moment of order `n + 1` of `d₂`. -/
theorem moment_conv_next {n : ℕ} {d₁ d₂ : ℝ → ℝ} (h₁ : HasMoments (n + 1) d₁)
    (h₂ : HasMoments (n + 1) d₂) (hc : IsCold n d₂) :
    moment (n + 1) (conv d₁ d₂) = moment (n + 1) d₁ + moment 0 d₁ * moment (n + 1) d₂ := by
  rw [(moment_conv h₁ h₂).2, Finset.sum_range_succ, Finset.sum_range_succ', Finset.sum_eq_zero]
  · simp only [Nat.choose_zero_right, Nat.choose_self, Nat.sub_zero, Nat.sub_self, hc.1,
      Nat.cast_one]
    ring
  · intro j hj
    have hj' := Finset.mem_range.1 hj
    rw [hc.2 (n + 1 - (j + 1)) (by omega) (by omega)]
    simp

/-- For kernels of weight one with `dᵢ`, `x² dᵢ` integrable and `d₂` of zero first moment, the
combined kernel exists almost everywhere with moments up to order two, weight one and the first
moment of `d₁`; it has the second moment of `d₁` exactly when that of `d₂` vanishes. -/
theorem combined_smearing {d₁ d₂ : ℝ → ℝ} (h₁ : Integrable d₁) (h₂ : Integrable d₂)
    (h₁' : Integrable (fun x => x ^ 2 * d₁ x)) (h₂' : Integrable (fun x => x ^ 2 * d₂ x))
    (w₁ : moment 0 d₁ = 1) (w₂ : moment 0 d₂ = 1) (c₂ : moment 1 d₂ = 0) :
    (∀ᵐ x, Integrable (fun t => d₁ t * d₂ (x - t))) ∧ HasMoments 2 (conv d₁ d₂) ∧
      moment 0 (conv d₁ d₂) = 1 ∧ moment 1 (conv d₁ d₂) = moment 1 d₁ ∧
      (moment 2 (conv d₁ d₂) = moment 2 d₁ ↔ moment 2 d₂ = 0) := by
  have H₁ := hasMoments_two h₁ h₁'
  have H₂ := hasMoments_two h₂ h₂'
  have hc : IsCold 1 d₂ := ⟨w₂, fun k hk hk' => by rw [le_antisymm hk' hk]; exact c₂⟩
  have h := (conv_cold (n := 1) (fun j hj => H₁ j (by omega)) (fun j hj => H₂ j (by omega)) hc).2
  have h2 : moment 2 (conv d₁ d₂) = moment 2 d₁ + moment 0 d₁ * moment 2 d₂ :=
    moment_conv_next (n := 1) H₁ H₂ hc
  rw [w₁] at h2
  refine ⟨(conv_weight h₁ h₂).1, fun k hk => ?_, (h 0 (by omega)).trans w₁, h 1 le_rfl,
    fun e => by linarith, fun e => by linarith⟩
  exact (moment_conv (n := k) (fun j hj => H₁ j (hj.trans hk))
    (fun j hj => H₂ j (hj.trans hk))).1

/-- Every moment of the Gaussian kernel converges absolutely. -/
theorem gaussian_integrable (n : ℕ) : Integrable (fun x => x ^ n * gaussian x) := by
  have h := integrable_rpow_mul_exp_neg_mul_sq (b := 1) one_pos (s := (n : ℝ))
    (by have : (0 : ℝ) ≤ n := Nat.cast_nonneg n; linarith)
  refine (h.div_const (√Real.pi)).congr (ae_of_all _ fun x => ?_)
  simp only [gaussian, Real.rpow_natCast, neg_mul, one_mul, mul_div_assoc]

/-- The Gaussian kernel has weight one, zero first moment, and moments obeying
`M(n+2) = (n+1)/2 · M(n)`. -/
theorem gaussian_moments : moment 0 gaussian = 1 ∧ moment 1 gaussian = 0 ∧
    ∀ n : ℕ, moment (n + 2) gaussian = ((n : ℝ) + 1) / 2 * moment n gaussian := by
  have gi := gaussian_integrable
  have hg : ∀ x, HasDerivAt gaussian (-2 * (x ^ 1 * gaussian x)) x := fun x => by
    have h0 : HasDerivAt (fun x : ℝ => -x ^ 2) (-(2 * x)) x := by
      simpa using (hasDerivAt_pow 2 x).fun_neg
    refine HasDerivAt.congr_deriv (h0.exp.div_const (√Real.pi)) ?_
    unfold gaussian
    ring
  refine ⟨?_, ?_, fun n => ?_⟩
  · have := integral_gaussian 1
    simp only [neg_mul, one_mul, div_one] at this
    simp only [moment, gaussian, pow_zero, one_mul]
    rw [integral_div, this]
    exact div_self (by positivity)
  · have := integral_eq_zero_of_hasDerivAt_of_integrable hg ((gi 1).const_mul (-2))
      (by simpa using gi 0)
    rw [integral_const_mul] at this
    unfold moment
    linarith
  · -- the total derivative of x^(n+1) exp(-x²) integrates to zero
    have hd : ∀ x : ℝ, HasDerivAt (fun x : ℝ => x ^ (n + 1) * gaussian x)
        (((n : ℝ) + 1) * (x ^ n * gaussian x) - 2 * (x ^ (n + 2) * gaussian x)) x := fun x =>
      ((hasDerivAt_pow (n + 1) x).fun_mul (hg x)).congr_deriv
        (by simp only [Nat.add_sub_cancel]; push_cast; ring)
    have hi : Integrable fun x : ℝ =>
        ((n : ℝ) + 1) * (x ^ n * gaussian x) - 2 * (x ^ (n + 2) * gaussian x) :=
      ((gi n).const_mul _).sub ((gi (n + 2)).const_mul 2)
    have := integral_eq_zero_of_hasDerivAt_of_integrable hd hi (gi (n + 1))
    rw [integral_sub ((gi n).const_mul _) ((gi (n + 2)).const_mul 2), integral_const_mul,
      integral_const_mul] at this
    unfold moment
    linear_combination (-1 / 2) * this

/-- The first-order Methfessel-Paxton kernel has moments of all orders, is cold to order
three, and has fourth moment `-3/4`. -/
theorem isCold_witness :
    (∀ n, HasMoments n mpKernel) ∧ IsCold 3 mpKernel ∧ moment 4 mpKernel = -3 / 4 := by
  have gi := gaussian_integrable
  obtain ⟨g0, g1, hr⟩ := gaussian_moments
  have he : ∀ k : ℕ, (fun x => x ^ k * mpKernel x) =
      fun x => 3 / 2 * (x ^ k * gaussian x) - x ^ (k + 2) * gaussian x := fun k => by
    funext x
    unfold mpKernel
    ring
  have hm : ∀ k : ℕ, moment k mpKernel =
      3 / 2 * moment k gaussian - moment (k + 2) gaussian := fun k => by
    unfold moment
    rw [he k, integral_sub ((gi k).const_mul _) (gi (k + 2)), integral_const_mul]
  have hm' : ∀ k : ℕ, moment k mpKernel =
      (3 / 2 - ((k : ℝ) + 1) / 2) * moment k gaussian := fun k => by
    rw [hm, hr]
    ring
  have g2 : moment 2 gaussian = 1 / 2 := (hr 0).trans (by rw [g0]; norm_num)
  have g3 : moment 3 gaussian = 0 := (hr 1).trans (by rw [g1]; simp)
  have g4 : moment 4 gaussian = 3 / 4 := (hr 2).trans (by rw [g2]; norm_num)
  refine ⟨fun n k _ => ?_, ⟨?_, fun k hk hk' => ?_⟩, ?_⟩
  · rw [he k]
    exact ((gi k).const_mul _).sub (gi (k + 2))
  · rw [hm', g0]; norm_num
  · interval_cases k
    · rw [hm', g1]; simp
    · rw [hm']; norm_num
    · rw [hm', g3]; simp
  · rw [hm', g4]; norm_num

end

end CombinedSmearing
```

```lean
#print axioms CombinedSmearing.conv_continuous
#print axioms CombinedSmearing.combined_smearing
```

```
'CombinedSmearing.conv_continuous' depends on axioms: [propext, Classical.choice, Quot.sound]
'CombinedSmearing.combined_smearing' depends on axioms: [propext, Classical.choice, Quot.sound]
```

## Reading the statements

A kernel is a function `ℝ → ℝ`, integrals are Lebesgue integrals over the whole line, `moment k d` is $M_k(d)$ taken about $x = 0$, and `conv d₁ d₂` is $d_1 * d_2$. `HasMoments n d` says that $x^k d$ is absolutely integrable for every $k \le n$, and `IsCold n d` is the moment condition above. `IsCold` alone does not demand convergence: a unit-weight Lorentzian satisfies it in Lean, because its divergent moments are assigned the value zero. The theorems on cold kernels therefore assume `HasMoments` as well. `gaussian` is $G$ and `mpKernel` is $D$, both of unit width. In `combined_smearing`, `h₁`, `h₂`, `h₁'`, `h₂'` are the four integrability assumptions, `w₁` and `w₂` the unit weights, and `c₂` the centring of $d_2$. The five conclusions are convergence for almost every energy (`∀ᵐ x`), `HasMoments 2 (conv d₁ d₂)`, and the three relations at the top. The first two matter because Lean assigns a divergent integral the value zero; they show that the moments in the last three are true integrals.

## How the lemmas follow the derivation

`hasMoments_two` splits into $k = 0, 1, 2$ and proves the middle case by comparison, `nlinarith` receiving $(|x|-1)^2 |d| \ge 0$ and $|x||d| \ge 0$. `conv_weight` takes integrability on the plane from `convolution_integrand`, and the product of weights from `integral_convolution`. `conv_continuous` uses `‖d₁ t‖ * C` as dominating function in all three claims, with `continuous_of_dominated` for continuity.

In `moment_conv`, `hw` applies `conv_weight` to each pair $a_k, b_{n-k}$, and `hae` collects the exceptional null sets into one. `heq` is the binomial expansion (`add_pow`), valid almost everywhere because sum and integral are exchanged only where every term converges. `conv_cold` splits off the last term and shows the rest to be zero; `moment_conv_next` splits off the last and the first. `combined_smearing` builds `IsCold 1 d₂`, calls both with `n := 1`, and closes each direction of the equivalence by `linarith`.

`gaussian_integrable` supplies all moments of $G$. `gaussian_moments` uses `integral_eq_zero_of_hasDerivAt_of_integrable` for the two total derivatives, which replaces the statement that boundary terms vanish. `isCold_witness` proves the formula for $M_k(D)$ as `hm'` and evaluates it, so a kernel meeting every condition on $d_2$, with zero second moment, exists.

## Limits for an implementation

The theorems concern moments of exact kernels on the real line. No free energy, entropy term, force, chemical potential or k-point sum appears in them, and equal second moments do not make $d_1 * d_2$ equal to $d_1$ or the occupations equal to thermal ones. The word cold denotes only the moment condition: the Marzari-Vanderbilt kernel and the Fermi-Dirac kernel are not defined in the file, and their integrability and moments would have to be supplied as hypotheses.

Both kernels must be written in one energy unit. A width $\sigma > 0$ enters as $d(x/\sigma)/\sigma$ and multiplies $M_k$ by $\sigma^k$, which keeps a cold kernel cold and turns the fourth-moment shift of $D$ into $-\tfrac34 \sigma^4 M_0(d_1)$. The zero-width limit, a delta function, is not a function `ℝ → ℝ` and is excluded.

Nothing is stated about sign. A unit-weight kernel with $M_2 = 0$ must be negative somewhere, as $D$ is for $|x| > \sqrt{3/2}$, so positivity of the combined kernel and occupations within $[0,1]$ need a separate test. A tabulated, truncated or interpolated convolution is a different function, whose moments can deviate from the exact ones by errors that no theorem here bounds.
